# Diagonalizing separate Hermitian filled and empty Koopmans matrices never widens the variational-orbital gap

In a Koopmans-compliant functional each variational orbital φ_i has its own Hamiltonian h_i, so it must first be decided which matrix is to be diagonalized. Here there are two: A for the filled orbitals and B for the empty ones, with no matrix elements between the two sets. The elements of A are

    A_ij = ⟨φ_i|h_j|φ_j⟩,

and those of B are formed in the same way from the empty orbitals. Exchanging i and j also exchanges the Hamiltonian, so Hermiticity is a real condition. For the filled orbitals it holds when the energy is stationary under unitary mixing among them. Below, the variational orbitals are taken to be orthonormal and both matrices to be Hermitian. The functional enters in no other way.

The index types `m` and `n` label the filled and the empty orbitals. They are finite and independent of each other.

```lean
import Mathlib

open Matrix Finset

namespace KoopmansGap

noncomputable section

variable {m n : Type*} [Fintype m] [DecidableEq m] [Fintype n] [DecidableEq n]
variable {A : Matrix m m ℂ} {B : Matrix n n ℂ}
```

## Canonical orbitals and the two gaps

Let λ_k be the eigenvalues of A, and let U be the unitary matrix whose column k is the corresponding normalized eigenvector. The canonical orbitals are then

    ψ_k = Σ_i U_ik φ_i.

The first index of U belongs to a variational orbital and the second to a canonical one. In the code U is `canonical hA`, where `hA` is the proof that A is Hermitian, and λ_k is `hA.eigenvalues k`, a real number. The definition and the lemmas about a single matrix apply equally to B.

```lean
/-- The unitary matrix whose columns are the canonical orbitals (eigenvectors of the
Hermitian Koopmans matrix), expanded in the variational orbitals. -/
def canonical (hA : A.IsHermitian) : Matrix m m ℂ :=
  (hA.eigenvectorUnitary : Matrix m m ℂ)
```

The canonical gap is measured between eigenvalues:

    canonical gap = λ_min(B) − λ_max(A).

The minimum and maximum over a finite nonempty set are written `inf'` and `sup'`, so each set must contain at least one orbital. The gap is a signed difference, and the filled levels are not required to lie below the empty ones.

```lean
/-- The canonical gap: lowest eigenvalue of the empty matrix `B` minus highest eigenvalue
of the filled matrix `A`. -/
def canonicalGap [Nonempty m] [Nonempty n] (hA : A.IsHermitian) (hB : B.IsHermitian) : ℝ :=
  univ.inf' univ_nonempty hB.eigenvalues - univ.sup' univ_nonempty hA.eigenvalues
```

The variational-orbital gap uses the diagonal elements:

    variational gap = min_i B_ii − max_i A_ii.

These elements are complex numbers in Lean, so the definition takes their real parts. For a Hermitian matrix this discards nothing.

```lean
/-- The variational-orbital gap: smallest diagonal element of `B` minus largest diagonal
element of `A` (real parts are taken). -/
def variationalGap [Nonempty m] [Nonempty n] (A : Matrix m m ℂ) (B : Matrix n n ℂ) : ℝ :=
  univ.inf' univ_nonempty (fun i => (B i i).re) -
    univ.sup' univ_nonempty (fun i => (A i i).re)
```

## Orbital energies as weighted means of eigenvalues

Since U is unitary, its rows are orthonormal:

    Σ_k U_ik conj(U_jk) = δ_ij.

```lean
/-- The matrix `U = canonical hA` of a Hermitian Koopmans matrix satisfies `U * Uᴴ = 1`, that is,
its rows are orthonormal. -/
theorem canonical_unitary (hA : A.IsHermitian) :
    canonical hA * (canonical hA)ᴴ = 1 :=
  Matrix.mem_unitaryGroup_iff.mp hA.eigenvectorUnitary.2
```

The columns are eigenvectors, which in components reads

    (AU)_ik = λ_k U_ik.

The proof takes component i of Mathlib's eigenvector equation.

```lean
/-- Each column of `canonical hA` satisfies the eigenvalue equation of the Hermitian Koopmans
matrix, written here in components. -/
theorem mul_canonical (hA : A.IsHermitian) (i k : m) :
    (A * canonical hA) i k = (hA.eigenvalues k : ℂ) * canonical hA i k := by
  have h := congrFun (hA.mulVec_eigenvectorBasis k) i
  simpa [canonical, Matrix.mul_apply, Matrix.mulVec, dotProduct,
    Matrix.IsHermitian.eigenvectorUnitary_apply] using h
```

Inserting UU† = 1 after A and using the eigenvalue equation gives the spectral expansion:

    A_ij = (AUU†)_ij = Σ_k (AU)_ik conj(U_jk) = Σ_k λ_k U_ik conj(U_jk).

The `calc` block goes through the same equalities.

```lean
/-- Spectral expansion of a Hermitian Koopmans matrix in the variational orbitals. -/
theorem entry_eq_sum (hA : A.IsHermitian) (i j : m) :
    A i j = ∑ k, (hA.eigenvalues k : ℂ) * (canonical hA i k * star (canonical hA j k)) := by
  calc A i j = (A * canonical hA * (canonical hA)ᴴ) i j := by
        rw [Matrix.mul_assoc, canonical_unitary, Matrix.mul_one]
    _ = ∑ k, (A * canonical hA) i k * star (canonical hA j k) := by
        rw [Matrix.mul_apply]; rfl
    _ = _ := Finset.sum_congr rfl fun k _ => by rw [mul_canonical, mul_assoc]
```

For j = i, the last two results on rows and elements become

    Σ_k |U_ik|² = 1,
    A_ii = Σ_k λ_k |U_ik|².

An orbital energy is therefore a mean of the eigenvalues, weighted by the canonical content of the orbital. Multiplying the first line by any real reference energy c and subtracting the second gives

    Σ_k (c − λ_k) |U_ik|² = c − A_ii.

In the proof, `hw` is the first line and `hd` the second; `Complex.normSq` is the squared modulus.

```lean
/-- For a Hermitian Koopmans matrix, the signed difference `c` minus a variational-orbital energy is
the average of the signed differences `c` minus eigenvalue, weighted by the canonical content of the
orbital, for any real reference energy `c`. -/
theorem sum_deviation (hA : A.IsHermitian) (i : m) (c : ℝ) :
    ∑ k, (c - hA.eigenvalues k) * Complex.normSq (canonical hA i k) = c - (A i i).re := by
  -- the weights sum to one
  have hw : ∑ k, Complex.normSq (canonical hA i k) = 1 := by
    have h := congrFun (congrFun (canonical_unitary hA) i) i
    rw [Matrix.mul_apply, Matrix.one_apply_eq] at h
    have h2 : ((∑ k, Complex.normSq (canonical hA i k) : ℝ) : ℂ) = 1 := by
      rw [Complex.ofReal_sum]
      exact (Finset.sum_congr rfl fun k _ => (Complex.mul_conj _).symm).trans h
    exact_mod_cast h2
  -- the diagonal element is the weighted mean of the eigenvalues
  have hd : A i i =
      ((∑ k, hA.eigenvalues k * Complex.normSq (canonical hA i k) : ℝ) : ℂ) := by
    refine (entry_eq_sum hA i i).trans ?_
    rw [Complex.ofReal_sum]
    refine Finset.sum_congr rfl fun k _ => ?_
    rw [Complex.ofReal_mul, ← Complex.mul_conj]
    rfl
  have hr : (A i i).re = ∑ k, hA.eigenvalues k * Complex.normSq (canonical hA i k) :=
    congrArg Complex.re hd
  simp only [sub_mul, Finset.sum_sub_distrib, ← Finset.mul_sum]
  rw [hw, hr, mul_one]
```

## An orbital at the edge of the spectrum is uncoupled

Suppose that A_ii is an upper bound of all eigenvalues, or a lower bound of them. Setting c = A_ii gives

    Σ_k (A_ii − λ_k) |U_ik|² = 0.

All terms have the same sign, so each one vanishes. For every k, either λ_k = A_ii or U_ik = 0, and in both cases

    λ_k U_ik = A_ii U_ik.

For j ≠ i the spectral expansion then yields

    A_ij = Σ_k λ_k U_ik conj(U_jk) = A_ii Σ_k U_ik conj(U_jk) = A_ii δ_ij = 0.

In the code `h0` states that the terms vanish, `h1` is the replacement of λ_k by A_ii, and the final `calc` carries out the sum.

```lean
/-- In a Hermitian Koopmans matrix, a variational orbital whose energy is an upper or a lower bound
of all eigenvalues has no off-diagonal coupling to any other orbital of that matrix. -/
theorem uncoupled_of_extreme (hA : A.IsHermitian) {i j : m} (hij : j ≠ i)
    (h : (∀ k, hA.eigenvalues k ≤ (A i i).re) ∨ (∀ k, (A i i).re ≤ hA.eigenvalues k)) :
    A i j = 0 := by
  -- terms of one sign with vanishing sum vanish separately
  have h0 : ∀ k, ((A i i).re - hA.eigenvalues k) * Complex.normSq (canonical hA i k) = 0 := by
    have hs := sum_deviation hA i (A i i).re
    rw [sub_self] at hs
    intro k
    rcases h with h | h
    · exact (Finset.sum_eq_zero_iff_of_nonneg fun k _ =>
        mul_nonneg (sub_nonneg.2 (h k)) (Complex.normSq_nonneg _)).1 hs k (mem_univ k)
    · exact (Finset.sum_eq_zero_iff_of_nonpos fun k _ =>
        mul_nonpos_of_nonpos_of_nonneg (sub_nonpos.2 (h k))
          (Complex.normSq_nonneg _)).1 hs k (mem_univ k)
  have h1 : ∀ k, (hA.eigenvalues k : ℂ) * canonical hA i k
      = ((A i i).re : ℂ) * canonical hA i k := by
    intro k
    rcases mul_eq_zero.1 (h0 k) with h | h
    · rw [sub_eq_zero.1 h]
    · rw [Complex.normSq_eq_zero.1 h, mul_zero, mul_zero]
  -- row `i` of the matrix is a multiple of row `i` of the identity
  calc A i j = _ := entry_eq_sum hA i j
    _ = ∑ k, ((A i i).re : ℂ) * (canonical hA i k * star (canonical hA j k)) :=
        Finset.sum_congr rfl fun k _ => by rw [← mul_assoc, h1, mul_assoc]
    _ = ((A i i).re : ℂ) * (canonical hA * (canonical hA)ᴴ) i j := by
        rw [Matrix.mul_apply, Finset.mul_sum]; rfl
    _ = 0 := by rw [canonical_unitary, Matrix.one_apply_ne hij.symm, mul_zero]
```

## The gap inequality

With c = λ_max(A), every term of the weighted sum is nonnegative, so λ_max(A) − A_ii ≥ 0. With c = λ_min(A), every term is nonpositive, so λ_min(A) − A_ii ≤ 0. Together,

    λ_min(A) ≤ A_ii ≤ λ_max(A).

```lean
/-- Every variational-orbital energy lies between the lowest and the highest eigenvalue of
its Hermitian Koopmans matrix. -/
theorem diag_mem_range [Nonempty m] (hA : A.IsHermitian) (i : m) :
    univ.inf' univ_nonempty hA.eigenvalues ≤ (A i i).re ∧
      (A i i).re ≤ univ.sup' univ_nonempty hA.eigenvalues := by
  constructor
  · rw [← sub_nonpos, ← sum_deviation hA i]
    exact Finset.sum_nonpos fun k _ => mul_nonpos_of_nonpos_of_nonneg
      (sub_nonpos.2 (Finset.inf'_le hA.eigenvalues (mem_univ k))) (Complex.normSq_nonneg _)
  · rw [← sub_nonneg, ← sum_deviation hA i]
    exact Finset.sum_nonneg fun k _ => mul_nonneg
      (sub_nonneg.2 (Finset.le_sup' hA.eigenvalues (mem_univ k))) (Complex.normSq_nonneg _)
```

The upper bound for A and the lower bound for B hold for every orbital, hence

    max_i A_ii ≤ λ_max(A),
    λ_min(B) ≤ min_i B_ii.

Subtracting the first from the second gives

    λ_min(B) − λ_max(A) ≤ min_i B_ii − max_i A_ii.

The theorem `canonicalGap_le` says this for any two finite nonempty Hermitian matrices. In a Koopmans calculation described by two such fixed matrices, the gap read from variational-orbital energies is thus an upper bound on the gap between canonical levels.

```lean
/-- Diagonalizing Hermitian filled and empty Koopmans matrices never widens the
variational-orbital gap. -/
theorem canonicalGap_le [Nonempty m] [Nonempty n] (hA : A.IsHermitian) (hB : B.IsHermitian) :
    canonicalGap hA hB ≤ variationalGap A B :=
  sub_le_sub (Finset.le_inf' _ _ fun i _ => (diag_mem_range hB i).1)
    (Finset.sup'_le _ _ fun i _ => (diag_mem_range hA i).2)
```

## When the narrowing is strict

Let i be a filled orbital with the highest diagonal element, and let A_ij ≠ 0 for some j ≠ i. If A_ii were equal to λ_max(A), it would be an upper bound of all eigenvalues, and A_ij would have to vanish. Therefore

    max_l A_ll = A_ii < λ_max(A).

Combined with λ_min(B) ≤ min_l B_ll, this makes the gap inequality strict. The argument for a lowest empty orbital coupled within B is the same with the signs reversed.

The hypothesis `h` of `canonicalGap_lt` is the alternative of these two cases, and one of them is enough. Each branch of the proof obtains the strict inequality `h3` from `uncoupled_of_extreme`, and `linarith` combines it with the bound for the other matrix.

A nonzero coupling somewhere among the filled orbitals would not suffice. If an uncoupled orbital at −5 eV lies above two orbitals at −10 eV that are coupled by 1 eV, the highest filled eigenvalue remains −5 eV.

```lean
/-- Diagonalizing Hermitian filled and empty Koopmans matrices strictly narrows the
variational-orbital gap if a highest filled variational orbital `i` is coupled to another filled
orbital, or a lowest empty one to another empty orbital. -/
theorem canonicalGap_lt [Nonempty m] [Nonempty n] (hA : A.IsHermitian) (hB : B.IsHermitian)
    (h : (∃ i j, (∀ l, (A l l).re ≤ (A i i).re) ∧ j ≠ i ∧ A i j ≠ 0) ∨
      (∃ i j, (∀ l, (B i i).re ≤ (B l l).re) ∧ j ≠ i ∧ B i j ≠ 0)) :
    canonicalGap hA hB < variationalGap A B := by
  rcases h with ⟨i, j, hi, hij, hne⟩ | ⟨i, j, hi, hij, hne⟩
  · have h1 : univ.inf' univ_nonempty hB.eigenvalues ≤
        univ.inf' univ_nonempty (fun l => (B l l).re) :=
      Finset.le_inf' _ _ fun l _ => (diag_mem_range hB l).1
    have h2 : univ.sup' univ_nonempty (fun l => (A l l).re) ≤ (A i i).re :=
      Finset.sup'_le _ _ fun l _ => hi l
    -- it remains to separate the highest orbital energy from the highest eigenvalue
    suffices h3 : (A i i).re < univ.sup' univ_nonempty hA.eigenvalues by
      unfold canonicalGap variationalGap
      linarith
    refine lt_of_le_of_ne (diag_mem_range hA i).2 fun h => hne ?_
    exact uncoupled_of_extreme hA hij (Or.inl fun k =>
      (Finset.le_sup' hA.eigenvalues (mem_univ k)).trans h.ge)
  · have h1 : univ.sup' univ_nonempty (fun l => (A l l).re) ≤
        univ.sup' univ_nonempty hA.eigenvalues :=
      Finset.sup'_le _ _ fun l _ => (diag_mem_range hA l).2
    have h2 : (B i i).re ≤ univ.inf' univ_nonempty (fun l => (B l l).re) :=
      Finset.le_inf' _ _ fun l _ => hi l
    suffices h3 : univ.inf' univ_nonempty hB.eigenvalues < (B i i).re by
      unfold canonicalGap variationalGap
      linarith
    refine lt_of_le_of_ne (diag_mem_range hB i).1 fun h => hne ?_
    exact uncoupled_of_extreme hB hij (Or.inr fun k =>
      h.ge.trans (Finset.inf'_le hB.eigenvalues (mem_univ k)))
```

## Diagonal matrices leave the gap unchanged

If A is already diagonal, the eigenvalue equation reduces to

    A_ii U_ik = λ_k U_ik.

Column k of U is normalized, so U_ik ≠ 0 for some i. Dividing by it gives λ_k = A_ii: every eigenvalue is one of the orbital energies. The proof finds the nonzero component from U†U = 1 and cancels it with `mul_right_cancel₀`.

```lean
/-- If a Hermitian Koopmans matrix is diagonal in the variational orbitals, each eigenvalue is
the energy of one of these orbitals. -/
theorem eigenvalue_eq_diag (hA : A.IsHermitian) (hd : ∀ i j, j ≠ i → A i j = 0) (k : m) :
    ∃ i, hA.eigenvalues k = (A i i).re := by
  -- a normalized eigenvector has a nonzero component
  have hk : ∃ i, canonical hA i k ≠ 0 := by
    by_contra hc
    push Not at hc
    have hu : (canonical hA)ᴴ * canonical hA = 1 :=
      mul_eq_one_comm.1 (canonical_unitary hA)
    have h := congrFun (congrFun hu k) k
    rw [Matrix.mul_apply, Matrix.one_apply_eq] at h
    simp [hc] at h
  obtain ⟨i, hi⟩ := hk
  have h := mul_canonical hA i k
  rw [Matrix.mul_apply, Finset.sum_eq_single i
    (fun j _ hj => by rw [hd i j hj, zero_mul])
    (fun hn => absurd (mem_univ i) hn)] at h
  exact ⟨i, (congrArg Complex.re (mul_right_cancel₀ hi h)).symm⟩
```

Consequently λ_min(B) ≥ min_i B_ii and λ_max(A) ≤ max_i A_ii when both matrices are diagonal. This is the gap inequality in the opposite direction, and `le_antisymm` joins the two into an equality. With one filled and one empty orbital there are no off-diagonal elements, so the gaps always agree.

```lean
/-- The two gaps coincide if both Hermitian Koopmans matrices are diagonal in the variational
orbitals. -/
theorem canonicalGap_eq_of_diagonal [Nonempty m] [Nonempty n]
    (hA : A.IsHermitian) (hB : B.IsHermitian)
    (dA : ∀ i j, j ≠ i → A i j = 0) (dB : ∀ i j, j ≠ i → B i j = 0) :
    canonicalGap hA hB = variationalGap A B := by
  refine le_antisymm (canonicalGap_le hA hB) (sub_le_sub ?_ ?_)
  · refine Finset.le_inf' _ _ fun k _ => ?_
    obtain ⟨i, hi⟩ := eigenvalue_eq_diag hB dB k
    rw [hi]
    exact Finset.inf'_le (fun i => (B i i).re) (mem_univ i)
  · refine Finset.sup'_le _ _ fun k _ => ?_
    obtain ⟨i, hi⟩ := eigenvalue_eq_diag hA dA k
    rw [hi]
    exact Finset.le_sup' (fun i => (A i i).re) (mem_univ i)

end

end KoopmansGap
```

```lean
#print axioms KoopmansGap.canonicalGap_le
#print axioms KoopmansGap.canonicalGap_lt
#print axioms KoopmansGap.canonicalGap_eq_of_diagonal
```

```
'KoopmansGap.canonicalGap_le' depends on axioms: [propext, Classical.choice, Quot.sound]
'KoopmansGap.canonicalGap_lt' depends on axioms: [propext, Classical.choice, Quot.sound]
'KoopmansGap.canonicalGap_eq_of_diagonal' depends on axioms: [propext, Classical.choice, Quot.sound]
```

## Two filled and two empty orbitals in numbers

Take, in eV,

    A_11 = A_22 = −10,  A_12 = A_21 = 1,
    B_11 = 1,  B_22 = 4,  B_12 = B_21 = 2.

The variational gap is 1 − (−10) = 11 eV. The eigenvalues of A are −10 ± 1, that is −9 and −11. Those of B have sum 5 and product 1·4 − 2·2 = 0, so they are 0 and 5. The canonical gap is 0 − (−9) = 9 eV, which is 2 eV smaller: 1 eV comes from each matrix.

The weights are easy to see in A, where both eigenvectors have components of squared modulus 1/2:

    A_11 = ½(−9) + ½(−11) = −10.

## A single matrix with filled–empty coupling

Another model places all orbitals in one Hermitian matrix, with A and B as diagonal blocks and a coupling between them. With N filled orbitals, the gap would then be the distance between eigenvalues N and N + 1 in ascending order. The inequality can fail in that model. For one filled orbital at −1 eV and one empty orbital at 1 eV, coupled by 1 eV, the eigenvalues are ±√2 eV. The gap grows from 2 eV to 2√2 eV, because the coupling pushes the filled and the empty level apart. The narrowing found above comes from mixing within each set.
